# The vertical-Hessian estimate of a Morse minimum: too high from compressed geometries, too low from stretched ones with positive curvature

A vertical electronic transition leaves a molecule at the equilibrium geometry of its initial state, usually away from the minimum of the final-state potential. If the energy, slope and curvature of the final state are known only there, its minimum can be estimated from the parabola they define, provided the curvature is positive. On an anharmonic curve this estimate generally has an error, and for a Morse curve the sign of that error can be found exactly.

```lean
import Mathlib

open Real

namespace MorseVerticalHessian

noncomputable section
```

This loads Mathlib, lets `exp` stand for the real exponential, and opens a namespace for the names that follow.

```lean
/-- The Morse potential curve with well depth `D` and range parameter `a`,
with the displacement `x` measured from equilibrium. -/
def morse (D a x : ℝ) : ℝ := D * (1 - exp (-(a * x))) ^ 2
```

The final-state curve is $V(x)=D(1-e^{-ax})^2$, with well depth $D$, range parameter $a$ and displacement $x$ from its own minimum. Thus $x<0$ is a compressed bond and $x>0$ a stretched one. All quantities are real numbers, without units.

```lean
/-- The second-order Taylor parabola of a potential curve `V` at the geometry `x0`. -/
def quadraticModel (V : ℝ → ℝ) (x0 x : ℝ) : ℝ :=
  V x0 + deriv V x0 * (x - x0) + deriv (deriv V) x0 / 2 * (x - x0) ^ 2
```

For a curve $V$ that is twice differentiable at $x_0$, this is the parabola

$$Q(x)=V(x_0)+V'(x_0)(x-x_0)+\tfrac12V''(x_0)(x-x_0)^2.$$

Lean writes $V'$ as `deriv V` and $V''$ as `deriv (deriv V)`.

```lean
/-- The vertical-Hessian estimate of the minimum energy, from the energy, slope and
curvature at `x0`. -/
def hessianEstimate (V : ℝ → ℝ) (x0 : ℝ) : ℝ :=
  V x0 - deriv V x0 ^ 2 / (2 * deriv (deriv V) x0)
```

The vertical-Hessian estimate is $E_H=V-V'^2/(2V'')$, with everything taken at $x_0$. It serves as an estimate of a minimum only when $V''(x_0)>0$; for negative curvature the same formula gives the maximum of the parabola.

```lean
/-- The vertical-gradient estimate of the minimum energy, from the energy and slope at `x0` and the
curvature of the same curve `V` at a reference geometry `xe`. -/
def gradientEstimate (V : ℝ → ℝ) (xe x0 : ℝ) : ℝ :=
  V x0 - deriv V x0 ^ 2 / (2 * deriv (deriv V) xe)
```

The vertical-gradient estimate $E_G$ has the same form, but here its force constant is the curvature of the final-state curve at a reference geometry $x_e$. The usual vertical-gradient model instead borrows the force constant of the initial state, so the theorem for $E_G$ below applies to it as stated only when that force constant equals $V''(x_e)$; otherwise the sign of the error depends on the force constant used.

## Slope, curvature and the true minimum

```lean
/-- The derivative of the Morse exponential `exp (-a x)`. -/
theorem hasDerivAt_morseExp (a x : ℝ) :
    HasDerivAt (fun x : ℝ => exp (-(a * x))) (-a * exp (-(a * x))) x := by
  have h : HasDerivAt (fun x : ℝ => -(a * x)) (-(a * 1)) x :=
    ((hasDerivAt_id' x).const_mul a).fun_neg
  refine h.exp.congr_deriv ?_
  show exp (-(a * x)) * (-(a * 1)) = -a * exp (-(a * x))
  ring
```

With $y=e^{-ax}$, this says $y'=-ay$. `HasDerivAt` states that the derivative exists and has this value; the proof is the chain rule.

```lean
/-- The slope of the Morse curve. -/
theorem deriv_morse (D a x : ℝ) :
    deriv (morse D a) x = 2 * D * a * (exp (-(a * x)) * (1 - exp (-(a * x)))) := by
  have heq : morse D a =
      fun x => D * ((1 - exp (-(a * x))) * (1 - exp (-(a * x)))) := by
    funext x
    unfold morse
    ring
  rw [heq]
  have h1 := (hasDerivAt_morseExp a x).const_sub 1
  have h := (h1.fun_mul h1).const_mul D
  refine h.deriv.trans ?_
  ring
```

Since $V=D(1-y)^2$, the chain rule gives $V'=2D(1-y)(-y')=2Da\,y(1-y)$. Lean writes the square as a product and uses the product rule.

```lean
/-- The curvature of the Morse curve. -/
theorem deriv_deriv_morse (D a x : ℝ) :
    deriv (deriv (morse D a)) x
      = 2 * D * a ^ 2 * (exp (-(a * x)) * (2 * exp (-(a * x)) - 1)) := by
  have hf : deriv (morse D a) =
      fun x => 2 * D * a * (exp (-(a * x)) * (1 - exp (-(a * x)))) :=
    funext (deriv_morse D a)
  rw [hf]
  have h0 := hasDerivAt_morseExp a x
  have h := (h0.fun_mul (h0.const_sub 1)).const_mul (2 * D * a)
  refine h.deriv.trans ?_
  ring
```

Differentiating $2Da(y-y^2)$ gives $V''=2Da(1-2y)(-ay)=2Da^2\,y(2y-1)$. The curvature is therefore positive exactly when $y>1/2$, for $D,a>0$.

```lean
/-- The Morse curve vanishes at `x = 0` and is positive at every other geometry. -/
theorem morse_true_minimum {D a : ℝ} (hD : 0 < D) (ha : 0 < a) :
    morse D a 0 = 0 ∧ ∀ x, x ≠ 0 → 0 < morse D a x := by
  refine ⟨by simp [morse], fun x hx => ?_⟩
  have hne : 1 - exp (-(a * x)) ≠ 0 := by
    intro h
    have h1 : exp (-(a * x)) = 1 := by linarith
    have h2 := (Real.exp_eq_one_iff _).1 h1
    exact mul_ne_zero ha.ne' hx (by linarith)
  exact mul_pos hD (lt_of_le_of_ne (sq_nonneg _) (Ne.symm (pow_ne_zero 2 hne)))
```

For $D,a>0$, $V(0)=0$ and $V(x)>0$ elsewhere: the square vanishes only if $e^{-ax}=1$, hence only if $x=0$. The true minimum energy is 0, so the sign of an estimate is the sign of its error.

## The minimum of the parabola

```lean
/-- For any curve with positive curvature at `x0`, the vertical-Hessian estimate is the
least value of the Taylor parabola at `x0`. -/
theorem hessianEstimate_isLeast (V : ℝ → ℝ) (x0 : ℝ) (hk : 0 < deriv (deriv V) x0) :
    IsLeast (Set.range (quadraticModel V x0)) (hessianEstimate V x0) := by
  have hk0 := hk.ne'
  -- complete the square
  have key : ∀ x, quadraticModel V x0 x = hessianEstimate V x0 +
      deriv (deriv V) x0 / 2 * (x - x0 + deriv V x0 / deriv (deriv V) x0) ^ 2 := by
    intro x
    unfold quadraticModel hessianEstimate
    field_simp
    ring
  constructor
  · refine ⟨x0 - deriv V x0 / deriv (deriv V) x0, ?_⟩
    rw [key]
    ring
  · rintro _ ⟨x, rfl⟩
    rw [key]
    have := mul_nonneg (half_pos hk).le
      (sq_nonneg (x - x0 + deriv V x0 / deriv (deriv V) x0))
    linarith
```

The hypothesis `hk` is $V''(x_0)>0$. `IsLeast` says that $E_H$ is a value of the parabola and that no value lies below it. Completing the square, the step named `key`, gives

$$Q(x)=E_H+\tfrac12V''\left(x-x_0+\frac{V'}{V''}\right)^2.$$

The square is never negative, and it vanishes at $x=x_0-V'/V''$.

```lean
/-- For a Morse curve with `y = exp (-a x0) > 1/2`, the least value of the Taylor parabola
at `x0` is the vertical-Hessian estimate, which equals `D (y - 1)^3 / (2 y - 1)`; it is
positive for `x0 < 0` and negative for `x0 > 0`. -/
theorem morse_vertical_hessian {D a x0 : ℝ} (hD : 0 < D) (ha : 0 < a)
    (hy : 1 / 2 < exp (-(a * x0))) :
    IsLeast (Set.range (quadraticModel (morse D a) x0)) (hessianEstimate (morse D a) x0) ∧
    hessianEstimate (morse D a) x0
      = D * (exp (-(a * x0)) - 1) ^ 3 / (2 * exp (-(a * x0)) - 1) ∧
    (x0 < 0 → 0 < hessianEstimate (morse D a) x0) ∧
    (0 < x0 → hessianEstimate (morse D a) x0 < 0) := by
  have hc : 0 < 2 * exp (-(a * x0)) - 1 := by linarith
  have hform : hessianEstimate (morse D a) x0
      = D * (exp (-(a * x0)) - 1) ^ 3 / (2 * exp (-(a * x0)) - 1) := by
    unfold hessianEstimate
    rw [deriv_deriv_morse, deriv_morse, morse]
    have hy0 : exp (-(a * x0)) ≠ 0 := (exp_pos _).ne'
    have hc0 := hc.ne'
    generalize exp (-(a * x0)) = y at hy0 hc0 ⊢
    have hden : 2 * (2 * D * a ^ 2 * (y * (2 * y - 1))) ≠ 0 :=
      mul_ne_zero two_ne_zero (mul_ne_zero (by positivity) (mul_ne_zero hy0 hc0))
    -- the energy lowering predicted by the parabola
    have hq : (2 * D * a * (y * (1 - y))) ^ 2 / (2 * (2 * D * a ^ 2 * (y * (2 * y - 1))))
        = D * y * (1 - y) ^ 2 / (2 * y - 1) := by
      rw [div_eq_div_iff hden hc0]
      ring
    rw [hq, sub_eq_iff_eq_add, ← add_div, eq_div_iff hc0]
    ring
  refine ⟨hessianEstimate_isLeast _ _ ?_, hform, fun hx => ?_, fun hx => ?_⟩
  · rw [deriv_deriv_morse]
    exact mul_pos (by positivity) (mul_pos (exp_pos _) hc)
  · -- compressed side: y > 1
    have h1 : 1 < exp (-(a * x0)) := Real.one_lt_exp_iff.2 (by nlinarith)
    rw [hform]
    exact div_pos (mul_pos hD (pow_pos (by linarith) 3)) hc
  · -- stretched side: y < 1
    have h1 : exp (-(a * x0)) < 1 := Real.exp_lt_one_iff.2 (by nlinarith)
    have h2 : 0 < (1 - exp (-(a * x0))) ^ 3 := pow_pos (by linarith) 3
    rw [hform]
    exact div_neg_of_neg_of_pos (by nlinarith [mul_pos hD h2]) hc
```

From here on, $y=e^{-ax_0}$. The hypothesis `hy` is $y>1/2$, or $x_0<(\ln2)/a$. The four conclusions are that $E_H$ is the least value of the parabola, its closed form, and its sign on each side. By hand,

$$\frac{V'^2}{2V''}=\frac{4D^2a^2y^2(1-y)^2}{4Da^2y(2y-1)}=\frac{Dy(1-y)^2}{2y-1},$$

which is `hq` in the proof. Subtracting it from $V$ gives

$$E_H=D(1-y)^2\,\frac{(2y-1)-y}{2y-1}=\frac{D(y-1)^3}{2y-1}.$$

The denominator is positive. For $x_0<0$, $y>1$ and the estimate is too high; for $x_0>0$, $y<1$ and it is too low.

When final-state energies for a vibronic spectrum are extrapolated in this way, the result gives the sign of the error in the minimum energy for a one-coordinate Morse model. It does not treat zero-point energies or the Franck-Condon factors themselves.

```lean
/-- If `exp (-a x0) ≤ 1/2`, the Taylor parabola of the Morse curve at `x0` is unbounded
below. -/
theorem morse_model_unbounded {D a x0 : ℝ} (hD : 0 < D) (ha : 0 < a)
    (hy : exp (-(a * x0)) ≤ 1 / 2) :
    ¬ BddBelow (Set.range (quadraticModel (morse D a) x0)) := by
  rintro ⟨b, hb⟩
  have hg : 0 < deriv (morse D a) x0 := by
    rw [deriv_morse]
    exact mul_pos (by positivity) (mul_pos (exp_pos _) (by linarith))
  have hk : deriv (deriv (morse D a)) x0 ≤ 0 := by
    rw [deriv_deriv_morse]
    have := mul_nonneg (by positivity : 0 ≤ 2 * D * a ^ 2 * exp (-(a * x0)))
      (by linarith : 0 ≤ 1 - 2 * exp (-(a * x0)))
    nlinarith [this]
  -- walk downhill far enough to pass below the supposed bound
  obtain ⟨t, ht⟩ : ∃ t, deriv (morse D a) x0 * t = morse D a x0 - b + 1 :=
    ⟨(morse D a x0 - b + 1) / deriv (morse D a) x0, by
      have hg0 := hg.ne'
      field_simp⟩
  have h := hb (Set.mem_range_self (x0 - t))
  unfold quadraticModel at h
  nlinarith [mul_nonneg (neg_nonneg.2 hk) (sq_nonneg t)]
```

If $y\le1/2$, the slope is positive and the curvature is zero or negative. Suppose $b$ were a lower bound. Choose $t$ with $V't=V-b+1$; then

$$Q(x_0-t)=V-V't+\tfrac12V''t^2\le b-1,$$

a contradiction. The parabola has no minimum to serve as an estimate.

```lean
/-- With the force constant taken at `x = 0`, the vertical-gradient estimate for a Morse
curve is `D (1 - y)^3 (1 + y)` with `y = exp (-a x0)`; it is negative for `x0 < 0` and
positive for `x0 > 0`. -/
theorem morse_vertical_gradient {D a : ℝ} (hD : 0 < D) (ha : 0 < a) (x0 : ℝ) :
    gradientEstimate (morse D a) 0 x0
      = D * (1 - exp (-(a * x0))) ^ 3 * (1 + exp (-(a * x0))) ∧
    (x0 < 0 → gradientEstimate (morse D a) 0 x0 < 0) ∧
    (0 < x0 → 0 < gradientEstimate (morse D a) 0 x0) := by
  have hform : gradientEstimate (morse D a) 0 x0
      = D * (1 - exp (-(a * x0))) ^ 3 * (1 + exp (-(a * x0))) := by
    unfold gradientEstimate
    rw [deriv_deriv_morse, deriv_morse, morse]
    simp only [mul_zero, neg_zero, Real.exp_zero]
    generalize exp (-(a * x0)) = y
    have h2 : 2 * (2 * D * a ^ 2 * (1 * (2 * 1 - 1))) = 4 * D * a ^ 2 := by ring
    rw [h2]
    field_simp
    ring
  have hp : 0 < 1 + exp (-(a * x0)) := by positivity
  refine ⟨hform, fun hx => ?_, fun hx => ?_⟩
  · have h1 : 1 < exp (-(a * x0)) := Real.one_lt_exp_iff.2 (by nlinarith)
    have h2 : 0 < (exp (-(a * x0)) - 1) ^ 3 := pow_pos (by linarith) 3
    rw [hform]
    nlinarith [mul_pos (mul_pos hD h2) hp]
  · have h1 : exp (-(a * x0)) < 1 := Real.exp_lt_one_iff.2 (by nlinarith)
    rw [hform]
    exact mul_pos (mul_pos hD (pow_pos (by linarith) 3)) hp

end

end MorseVerticalHessian
```

Here $x_e=0$, where $V''(0)=2Da^2$, and no condition on $y$ is needed:

$$E_G=D(1-y)^2-Dy^2(1-y)^2=D(1-y)^3(1+y).$$

Its signs are opposite to those of $E_H$, so for $y>1/2$ and $x_0\ne0$ the two estimates bracket the true minimum. This version does require the force constant at the minimum to be known.

## A compressed bond with $y=3/2$

Here $V=D/4$, $V'=-\tfrac32Da$ and $V''=6Da^2$. The predicted lowering is $\tfrac94D/12=\tfrac3{16}D$, so $E_H=D/16$, which is too high. The gradient estimate is $E_G=D(-\tfrac18)(\tfrac52)=-\tfrac5{16}D$, which is too low.

```lean
#print axioms MorseVerticalHessian.morse_true_minimum
#print axioms MorseVerticalHessian.morse_vertical_hessian
#print axioms MorseVerticalHessian.morse_model_unbounded
#print axioms MorseVerticalHessian.morse_vertical_gradient
```

```
'MorseVerticalHessian.morse_true_minimum' depends on axioms: [propext, Classical.choice, Quot.sound]
'MorseVerticalHessian.morse_vertical_hessian' depends on axioms: [propext, Classical.choice, Quot.sound]
'MorseVerticalHessian.morse_model_unbounded' depends on axioms: [propext, Classical.choice, Quot.sound]
'MorseVerticalHessian.morse_vertical_gradient' depends on axioms: [propext, Classical.choice, Quot.sound]
```
